# The chord-measured spread of a Wannier function about its home cell on a ring equals the mean squared step between neighbouring Bloch vectors

Take a ring of two cells with Bloch vectors $u_0$ and $u_1$. The Wannier function has the amplitudes

$$w(0)=\tfrac12(u_0+u_1),\qquad w(1)=\tfrac12(u_0-u_1)$$

in the two cells. The step $u_1-u_0$ equals $-2\,w(1)$: taking the difference has removed the amplitude in cell 0 and multiplied the one in cell 1 by a number of modulus 2. That 2 is the diameter of the unit circle, the straight-line distance between the two cells when they are placed on it. Hence $4\|w(1)\|^2=\|u_1-u_0\|^2$, which is $2-2\,\mathrm{Re}\langle u_0,u_1\rangle$ for normalised vectors.

For $N$ cells the amplitudes are $w(R)=\frac1N\sum_k e^{2\pi i kR/N}u_k$, and with $k+1$ taken modulo $N$ the identity becomes

$$\sum_R 4\sin^2\!\Big(\frac{\pi R}{N}\Big)\|w(R)\|^2=\frac1N\sum_k\|u_{k+1}-u_k\|^2 .$$

It expresses the spread of a Wannier function about cell 0, its home cell, through differences between neighbouring $k$ points, here for a single band on a finite one-dimensional mesh.

## Bloch vectors, amplitudes and spread

```lean
import Mathlib

open scoped Real
open Complex (I)

namespace RingWannierSpread

noncomputable section

variable {N : ℕ} [NeZero N] {E : Type*} [NormedAddCommGroup E] [InnerProductSpace ℂ E]
```

The mesh has $N$ points, and `[NeZero N]` says that $N\neq0$. The vectors live in `E`, any complex inner product space. The space $\mathbb C^n$ with its usual inner product is one example, and infinite dimension is allowed.

```lean
/-- The Wannier vector in cell `R` of a ring of `N` cells, built from the Bloch vectors `u k`. -/
def wannier (u : ZMod N → E) (R : ZMod N) : E :=
  (N : ℂ)⁻¹ • ∑ k : ZMod N, Complex.exp (2 * π * I * (k.val * R.val) / N) • u k
```

The type `ZMod N` is the integers modulo $N$, and a function `u : ZMod N → E` is a periodic family of Bloch vectors. The definition reads

$$w(R)=\frac1N\sum_k e^{2\pi i kR/N}u_k .$$

Here `k.val` is the representative of $k$ among $0,\dots,N-1$, and `•` multiplies a vector by a scalar. In a tight-binding picture $u_k$ holds the orbital amplitudes within a cell, and $w(R)$ is the part of one Wannier function that lies in cell $R$.

```lean
/-- The spread of the Wannier vectors about the real centre `c`, measured by squared chords
of the ring. -/
def ringSpread (u : ZMod N → E) (c : ℝ) : ℝ :=
  ∑ R : ZMod N, 4 * Real.sin (π * (R.val - c) / N) ^ 2 * ‖wannier u R‖ ^ 2
```

This is $S(c)=\sum_R 4\sin^2(\pi(R-c)/N)\,\|w(R)\|^2$ for a real centre $c$. The weight is the squared chord between $R$ and $c$ on a circle of unit radius. Multiplying $S(c)$ by $(N/2\pi)^2$ gives squared chords on a ring of circumference $N$, in units of the lattice constant squared. Position means the cell index alone; where the orbitals sit inside a cell is ignored.

```lean
/-- The average overlap between Bloch vectors at neighbouring points of the `k` mesh. -/
def meanLink (u : ZMod N → E) : ℂ :=
  (1 / N : ℂ) * ∑ k : ZMod N, inner ℂ (u k) (u (k + 1))
```

The mean link is $M=\frac1N\sum_k\langle u_k,u_{k+1}\rangle$. Lean's inner product is conjugate-linear in its first argument, as in Dirac notation.

## Phases as characters of the ring

```lean
/-- The standard character of the ring at a natural number `m` is the phase `exp (2πi m / N)`. -/
lemma char_nat (m : ℕ) :
    ZMod.stdAddChar (m : ZMod N) = Complex.exp (2 * π * I * m / N) := by
  have h := ZMod.stdAddChar_coe (N := N) (m : ℤ)
  simpa only [Int.cast_natCast] using h
```

Mathlib's `ZMod.stdAddChar` is the function $\chi(m)=e^{2\pi i m/N}$ on residue classes. The lemma confirms this formula for natural numbers $m$.

```lean
/-- The Wannier transform written with the standard character of the ring. -/
lemma wannier_eq_char (u : ZMod N → E) (R : ZMod N) :
    wannier u R = (N : ℂ)⁻¹ • ∑ k : ZMod N, ZMod.stdAddChar (k * R) • u k := by
  unfold wannier
  congr 1
  refine Finset.sum_congr rfl fun k _ => ?_
  have h := char_nat (N := N) (k.val * R.val)
  rw [Nat.cast_mul, Nat.cast_mul, ZMod.natCast_zmod_val, ZMod.natCast_zmod_val] at h
  rw [h]
```

The transform becomes $w(R)=\frac1N\sum_k\chi(kR)\,u_k$. Representatives have disappeared, so $k$ can be shifted around the ring without watching for the wrap from $N-1$ to $0$.

## Parseval's identity

```lean
/-- Parseval's identity on the ring: the total weight of the Wannier vectors is the mean
squared norm of the Bloch vectors. -/
theorem wannier_parseval (u : ZMod N → E) :
    ∑ R : ZMod N, ‖wannier u R‖ ^ 2 = (1 / N : ℝ) * ∑ k : ZMod N, ‖u k‖ ^ 2 := by
  have hN : (N : ℂ) ≠ 0 := Nat.cast_ne_zero.mpr (NeZero.ne N)
  have hR : ∀ R : ZMod N, inner ℂ (wannier u R) (wannier u R) =
      (N : ℂ)⁻¹ * (N : ℂ)⁻¹ * ∑ k : ZMod N, ∑ l : ZMod N,
        ZMod.stdAddChar (R * (l - k)) * inner ℂ (u k) (u l) := by
    intro R
    rw [wannier_eq_char, inner_smul_left, inner_smul_right, sum_inner, map_inv₀, map_natCast,
      ← mul_assoc]
    congr 1
    refine Finset.sum_congr rfl fun k _ => ?_
    rw [inner_sum]
    refine Finset.sum_congr rfl fun l _ => ?_
    have e : R * (l - k) = -(k * R) + l * R := by ring
    rw [inner_smul_left, inner_smul_right, e, AddChar.map_add_eq_mul, AddChar.map_neg_eq_conj]
    ring
  -- orthogonality of the characters removes the terms with l ≠ k
  have hk : ∀ k : ZMod N, ∑ R : ZMod N, ∑ l : ZMod N,
      ZMod.stdAddChar (R * (l - k)) * inner ℂ (u k) (u l) = (N : ℂ) * inner ℂ (u k) (u k) := by
    intro k
    rw [Finset.sum_comm, Finset.sum_eq_single k]
    · rw [← Finset.sum_mul, AddChar.sum_mulShift _ (ZMod.isPrimitive_stdAddChar N)]
      simp [ZMod.card]
    · intro l _ hl
      rw [← Finset.sum_mul, AddChar.sum_mulShift _ (ZMod.isPrimitive_stdAddChar N)]
      simp [sub_eq_zero, hl]
    · simp
  have key : ∑ R : ZMod N, inner ℂ (wannier u R) (wannier u R) =
      (1 / N : ℂ) * ∑ k : ZMod N, inner ℂ (u k) (u k) := by
    rw [Finset.sum_congr rfl (fun R _ => hR R), ← Finset.mul_sum, Finset.sum_comm,
      Finset.sum_congr rfl (fun k _ => hk k), ← Finset.mul_sum]
    field_simp
  have hs : ∀ x : E, inner ℂ x x = ((‖x‖ ^ 2 : ℝ) : ℂ) := fun x => by
    rw [inner_self_eq_norm_sq_to_K]
    exact (Complex.ofReal_pow _ _).symm
  simp only [hs] at key
  refine Complex.ofReal_injective ?_
  simp only [Complex.ofReal_mul, Complex.ofReal_sum, Complex.ofReal_div, Complex.ofReal_one,
    Complex.ofReal_natCast]
  exact key
```

The statement is $\sum_R\|w(R)\|^2=\frac1N\sum_k\|u_k\|^2$. For normalised Bloch vectors the right side is 1, so the numbers $\|w(R)\|^2$ are probabilities and $S(c)$ is an average over cells.

By hand, expand the inner product:

$$\langle w(R),w(R)\rangle=\frac1{N^2}\sum_{k,l}\chi(R(l-k))\,\langle u_k,u_l\rangle .$$

Now sum over $R$. If $l=k$, every phase is 1 and the sum is $N$. If $l\neq k$, put $q=\chi(l-k)$. Then $q\neq1$ and $q^N=1$, so the geometric sum $\sum_R q^R=(q^N-1)/(q-1)$ vanishes. What remains is $\frac1{N^2}\,N\sum_k\|u_k\|^2$.

In the proof, `hR` is the expansion and `hk` is the orthogonality step, where `Finset.sum_eq_single k` keeps only $l=k$. The two are combined in `key`, an equation between complex numbers, and the last lines turn it into one between real numbers.

## A difference in $k$ is a factor in $R$

```lean
/-- A twisted difference of neighbouring Bloch vectors multiplies each Wannier vector
by a number. -/
theorem wannier_difference (u : ZMod N → E) (z : ℂ) (R : ZMod N) :
    wannier (fun k => u (k + 1) - z • u k) R =
      (ZMod.stdAddChar (-R) - z) • wannier u R := by
  have hs : ∑ k : ZMod N, ZMod.stdAddChar (k * R) • u (k + 1) =
      ZMod.stdAddChar (-R) • ∑ k : ZMod N, ZMod.stdAddChar (k * R) • u k := by
    rw [Finset.smul_sum]
    -- relabel the mesh by k → k + 1
    refine Eq.trans ?_ (Equiv.sum_comp (Equiv.addRight (1 : ZMod N))
      (fun k => ZMod.stdAddChar (-R) • ZMod.stdAddChar (k * R) • u k))
    refine Finset.sum_congr rfl fun k _ => ?_
    simp only [Equiv.coe_addRight]
    have e : -R + (k + 1) * R = k * R := by ring
    rw [smul_smul, ← AddChar.map_add_eq_mul, e]
  have hz : ∑ k : ZMod N, ZMod.stdAddChar (k * R) • z • u k =
      z • ∑ k : ZMod N, ZMod.stdAddChar (k * R) • u k := by
    rw [Finset.smul_sum]
    exact Finset.sum_congr rfl fun k _ => smul_comm _ _ _
  rw [wannier_eq_char, wannier_eq_char]
  simp only [smul_sub, Finset.sum_sub_distrib, hs, hz]
  module
```

For any complex $z$, the family $u_{k+1}-z\,u_k$ has the transform $(\chi(-R)-z)\,w(R)$. The first term follows by relabelling $k'=k+1$:

$$\frac1N\sum_k\chi(kR)\,u_{k+1}=\frac1N\sum_{k'}\chi((k'-1)R)\,u_{k'}=\chi(-R)\,w(R).$$

The second term gives $-z\,w(R)$ by linearity. These are `hs` and `hz` in the proof; the relabelling is `Equiv.addRight 1`, the shift by one as a bijection of the ring.

```lean
/-- The squared chord between two unit phases is four times the squared sine of half
their angle. -/
lemma chord_sq (a b : ℝ) :
    ‖Complex.exp (a * I) - Complex.exp (b * I)‖ ^ 2 = 4 * Real.sin ((a - b) / 2) ^ 2 := by
  have e : 2 * ((a - b) / 2) = a - b := by ring
  rw [Complex.sq_norm, Complex.normSq_apply, Complex.sub_re, Complex.sub_im,
    Complex.exp_ofReal_mul_I_re, Complex.exp_ofReal_mul_I_re,
    Complex.exp_ofReal_mul_I_im, Complex.exp_ofReal_mul_I_im,
    Real.sin_sq_eq_half_sub, e, Real.cos_sub]
  linear_combination Real.sin_sq_add_cos_sq a + Real.sin_sq_add_cos_sq b
```

For real angles $a$ and $b$,

$$|e^{ia}-e^{ib}|^2=(\cos a-\cos b)^2+(\sin a-\sin b)^2=2-2\cos(a-b)=4\sin^2\frac{a-b}{2}.$$

Lean writes out real and imaginary parts in the same way. The final `linear_combination` uses $\sin^2+\cos^2=1$ once for $a$ and once for $b$.

## The spread about any centre

```lean
/-- The ring spread about any centre `c` is the mean squared difference of neighbouring Bloch
vectors, after a uniform phase twist set by `c`. -/
theorem ringSpread_eq (u : ZMod N → E) (c : ℝ) :
    ringSpread u c = (1 / N : ℝ) * ∑ k : ZMod N,
      ‖u (k + 1) - Complex.exp ((-(2 * π * c / N) : ℝ) * I) • u k‖ ^ 2 := by
  refine Eq.trans ?_ (wannier_parseval
    (fun k => u (k + 1) - Complex.exp ((-(2 * π * c / N) : ℝ) * I) • u k))
  refine Finset.sum_congr rfl fun R _ => ?_
  have hchar : ∀ m : ℕ, ZMod.stdAddChar (-(m : ZMod N)) =
      Complex.exp ((-(2 * π * m / N) : ℝ) * I) := by
    intro m
    rw [AddChar.map_neg_eq_inv, char_nat, ← Complex.exp_neg]
    congr 1
    push_cast
    ring
  have h := hchar R.val
  rw [ZMod.natCast_zmod_val] at h
  have e : (-(2 * π * R.val / N) - -(2 * π * c / N)) / 2 = -(π * (R.val - c) / N) := by ring
  rw [wannier_difference, norm_smul, mul_pow, h, chord_sq, e, Real.sin_neg, neg_sq]
```

With $z=e^{-2\pi i c/N}$ the theorem says

$$S(c)=\frac1N\sum_k\|u_{k+1}-z\,u_k\|^2 .$$

Apply Parseval's identity to the family $u_{k+1}-z\,u_k$, and insert its transform:

$$\frac1N\sum_k\|u_{k+1}-z\,u_k\|^2=\sum_R|\chi(-R)-z|^2\,\|w(R)\|^2 .$$

The two phases have angles $a=-2\pi R/N$ and $b=-2\pi c/N$. Half their difference is $-\pi(R-c)/N$, and the sign drops out of the squared sine. The factor is therefore $4\sin^2(\pi(R-c)/N)$, which is the weight in $S(c)$.

The Lean proof follows this route. `Eq.trans` brings in `wannier_parseval` for the twisted family, `hchar` writes $\chi(-R)$ as an exponential, and the last `rw` line applies `wannier_difference` and `chord_sq` to each cell.

```lean
/-- The ring spread about the home cell is the mean squared difference of neighbouring
Bloch vectors. -/
theorem ringSpread_home (u : ZMod N → E) :
    ∑ R : ZMod N, 4 * Real.sin (π * R.val / N) ^ 2 * ‖wannier u R‖ ^ 2 =
      (1 / N : ℝ) * ∑ k : ZMod N, ‖u (k + 1) - u k‖ ^ 2 := by
  have h := ringSpread_eq u 0
  simpa [ringSpread] using h
```

At $c=0$ the twist is $z=1$, and the identity from the beginning appears. No normalisation is assumed. A change of gauge $u_k\to e^{i\varphi_k}u_k$ generally changes both sides, and the identity holds in each gauge.

## Normalised vectors and the best centre

```lean
/-- For normalised Bloch vectors the ring spread depends only on the centre and the
mean link. -/
theorem ringSpread_eq_link (u : ZMod N → E) (hu : ∀ k, ‖u k‖ = 1) (c : ℝ) :
    ringSpread u c =
      2 - 2 * (Complex.exp ((2 * π * c / N : ℝ) * I) * meanLink u).re := by
  have hconj : ∀ t : ℝ, starRingEnd ℂ (Complex.exp ((-t : ℝ) * I)) = Complex.exp (t * I) := by
    intro t
    rw [← Complex.exp_conj]
    simp
  have hterm : ∀ k : ZMod N,
      ‖u (k + 1) - Complex.exp ((-(2 * π * c / N) : ℝ) * I) • u k‖ ^ 2 =
      2 - 2 * (Complex.exp ((2 * π * c / N : ℝ) * I) * inner ℂ (u k) (u (k + 1))).re := by
    intro k
    rw [norm_sub_rev, norm_sub_sq (𝕜 := ℂ), inner_smul_left, norm_smul,
      Complex.norm_exp_ofReal_mul_I, hconj]
    simp only [hu, RCLike.re_eq_complex_re]
    ring
  have hM : Complex.exp ((2 * π * c / N : ℝ) * I) * meanLink u =
      ((1 / N : ℝ) : ℂ) * (Complex.exp ((2 * π * c / N : ℝ) * I) *
        ∑ k : ZMod N, inner ℂ (u k) (u (k + 1))) := by
    unfold meanLink
    push_cast
    ring
  have hN : (1 / N : ℝ) * N = 1 :=
    one_div_mul_cancel (Nat.cast_ne_zero.mpr (NeZero.ne N))
  rw [ringSpread_eq, Finset.sum_congr rfl (fun k _ => hterm k), Finset.sum_sub_distrib,
    Finset.sum_const, Finset.card_univ, ZMod.card, nsmul_eq_mul, ← Finset.mul_sum,
    ← Complex.re_sum, ← Finset.mul_sum, hM, Complex.re_ofReal_mul]
  linear_combination 2 * hN
```

The hypothesis `hu` says $\|u_k\|=1$ for every $k$: each Bloch state is normalised. The spread then depends on the Bloch vectors only through $M$:

$$S(c)=2-2\,\mathrm{Re}\big(e^{2\pi i c/N}M\big).$$

To see this, expand one term of the previous formula, using $|z|=1$:

$$\|u_{k+1}-z\,u_k\|^2=1+1-2\,\mathrm{Re}\langle z\,u_k,u_{k+1}\rangle=2-2\,\mathrm{Re}\big(\bar z\,\langle u_k,u_{k+1}\rangle\big).$$

The scalar $z$ leaves the first argument conjugated, and $\bar z=e^{2\pi i c/N}$. Averaging over $k$ gives the result. In Lean, `hconj` is the conjugation, `hterm` is the expansion of one term, and `hM` pulls the factor $1/N$ out of the mean link.

```lean
/-- For normalised Bloch vectors the ring spread about any real centre is at least two minus twice
the modulus of the mean link, and the centre given by the phase of the mean link attains this bound.
-/
theorem ringSpread_optimal_centre (u : ZMod N → E) (hu : ∀ k, ‖u k‖ = 1) :
    (∀ c : ℝ, 2 - 2 * ‖meanLink u‖ ≤ ringSpread u c) ∧
      ringSpread u (-(N / (2 * π)) * (meanLink u).arg) = 2 - 2 * ‖meanLink u‖ := by
  constructor
  · intro c
    have h := Complex.re_le_norm (Complex.exp ((2 * π * c / N : ℝ) * I) * meanLink u)
    rw [norm_mul, Complex.norm_exp_ofReal_mul_I, one_mul] at h
    rw [ringSpread_eq_link u hu]
    linarith
  · have hN : (N : ℝ) ≠ 0 := Nat.cast_ne_zero.mpr (NeZero.ne N)
    have e : 2 * π * (-(N / (2 * π)) * (meanLink u).arg) / N = -(meanLink u).arg := by
      have hpi := Real.pi_ne_zero
      field_simp
    -- at this centre the twist makes the mean link real and non-negative
    have h1 := Complex.norm_mul_exp_arg_mul_I (meanLink u)
    have h2 : Complex.exp ((-(meanLink u).arg : ℝ) * I) *
        Complex.exp ((meanLink u).arg * I) = 1 := by
      rw [← Complex.exp_add]
      simp
    have h3 : Complex.exp ((-(meanLink u).arg : ℝ) * I) * meanLink u =
        (‖meanLink u‖ : ℂ) := by
      linear_combination (‖meanLink u‖ : ℂ) * h2 -
        Complex.exp ((-(meanLink u).arg : ℝ) * I) * h1
    rw [ringSpread_eq_link u hu, e, h3, Complex.ofReal_re]

end

end RingWannierSpread
```

The symbol `∧` joins two statements. The first is $S(c)\ge 2-2|M|$ for every real $c$. The second is that equality holds at

$$c=-\frac{N}{2\pi}\arg M .$$

The bound holds because the real part of a complex number is at most its modulus, and $|e^{2\pi i c/N}M|=|M|$. For equality write $M=|M|e^{i\theta}$ with $\theta=\arg M$. At the stated centre $e^{2\pi i c/N}=e^{-i\theta}$, so the product $e^{2\pi i c/N}M$ is the real number $|M|$. If $M=0$, every centre gives the spread 2, and Lean's convention $\arg 0=0$ selects $c=0$.

In the proof, `Complex.re_le_norm` supplies the inequality. For the second part, `e` computes the twist angle at the chosen centre, and `h3` shows that the twisted mean link equals its modulus.

The optimum is over the centre $c$ with the Bloch vectors held fixed. Minimising over the gauge, which is how maximally localised Wannier functions are defined, is a different problem, and so is the treatment of several bands or of more than one dimension.

```lean
#print axioms RingWannierSpread.ringSpread_home
#print axioms RingWannierSpread.ringSpread_optimal_centre
```

```
'RingWannierSpread.ringSpread_home' depends on axioms: [propext, Classical.choice, Quot.sound]
'RingWannierSpread.ringSpread_optimal_centre' depends on axioms: [propext, Classical.choice, Quot.sound]
```
